# With cosine one and d-to-s ratio $AE$ ($A>0$), the p-shell photodetachment asymmetry has its minimum $-1$ only at $E=1/(2A)$

Let $E\ge 0$ be the kinetic energy of an electron detached from a p orbital, and let the ratio of its d-wave to its s-wave radial integral be $AE$, with $A>0$ constant. If the cosine of the difference between the two waves' phase shifts, each measured from the free wave of the same orbital momentum, is one, the asymmetry parameter is

$$\beta(E)=\frac{2AE(AE-2)}{1+2A^2E^2}.$$

It starts at $0$, falls strictly to $-1$ at $E=1/(2A)$, then rises strictly and tends to $1$. The value $-1$ is attained at no other energy.

For linearly polarised light and unpolarised atomic anions, in the dipole approximation, the electrons leave at angle $\theta$ to the polarisation with intensity proportional to $1+\beta P_2(\cos\theta)$, where $P_2(x)=(3x^2-1)/2$. At $\beta=-1$ this is proportional to $\sin^2\theta$, so no electrons leave along the polarisation axis. The result shows how s–d interference shapes the angular distribution in a one-electron model whose $A$ and cosine don't vary with energy.

```lean
import Mathlib

open Filter Topology Set

namespace PShellDetachment

noncomputable section
```

## From two partial waves to one function of energy

A dipole transition takes an electron of orbital momentum $l\ge1$ to $l-1$ or $l+1$, and an s electron only to $l+1=1$; for $l=0$ the terms in $R_-$ below vanish. Let $R_-$ and $R_+$ be the real radial integrals for these channels, and $c$ the cosine of their phase difference. For detachment this means the difference of the phase shifts from free waves; the further $\pi$ between the asymptotic phases of the two free waves is already accounted for by the minus sign before the interference term. The Cooper–Zare formula is

$$\beta=\frac{l(l-1)R_-^2+(l+1)(l+2)R_+^2-6l(l+1)R_-R_+c}{(2l+1)\,[\,lR_-^2+(l+1)R_+^2\,]}.$$

```lean
/-- The Cooper–Zare asymmetry parameter for an initial orbital momentum `l`, with radial integrals
`Rm` (to `l - 1`; it drops out for `l = 0`) and `Rp` (to `l + 1`) and cosine `c` of the phase
difference. Its domain is where `l * Rm ^ 2 + (l + 1) * Rp ^ 2` is nonzero. -/
def cooperZare (l : ℕ) (Rm Rp c : ℝ) : ℝ :=
  ((l : ℝ) * ((l : ℝ) - 1) * Rm ^ 2 + ((l : ℝ) + 1) * ((l : ℝ) + 2) * Rp ^ 2
      - 6 * (l : ℝ) * ((l : ℝ) + 1) * Rm * Rp * c) /
    ((2 * (l : ℝ) + 1) * ((l : ℝ) * Rm ^ 2 + ((l : ℝ) + 1) * Rp ^ 2))
```

In Lean, `Rm` and `Rp` stand for $R_-$ and $R_+$. The formula is taken as a definition, not derived from the dipole matrix elements.

For a p electron the channels are s and d. By the Wigner threshold law their cross sections scale as $k$ and $k^5$, where $k$ is the electron's wave number, so the d-to-s ratio of amplitudes scales as $k^2$. As $k^2\propto E$, the ratio is $AE$ near threshold, and $A$, an inverse energy, stands for the relative strength of the d channel. For general $c$ the asymmetry is then

$$\beta(E)=\frac{2AE(AE-2c)}{1+2A^2E^2}.$$

```lean
/-- The p-shell photodetachment asymmetry at electron energy `E`, for a d-to-s ratio of
radial integrals `A * E` and cosine `c` of the phase difference. -/
def asymmetry (A c E : ℝ) : ℝ :=
  2 * A * E * (A * E - 2 * c) / (1 + 2 * A ^ 2 * E ^ 2)
```

The turning point will be

$$E_0=\frac{\sqrt{1+8c^2}-1}{4cA}.$$

```lean
/-- The energy `(√(1 + 8c²) - 1) / (4cA)`, defined for nonzero `A` and `c`. -/
def minEnergy (A c : ℝ) : ℝ := (√(1 + 8 * c ^ 2) - 1) / (4 * c * A)
```

To obtain $\beta(E)$ from the Cooper–Zare formula, set $l=1$, $R_-=R\neq0$ and $R_+=AER$:

$$\frac{6A^2E^2R^2-12AER^2c}{3(R^2+2A^2E^2R^2)}=\frac{2A^2E^2-4AEc}{1+2A^2E^2}.$$

```lean
/-- For a p electron with nonzero s-wave radial integral `R` and d-wave radial integral
`A * E * R`, the Cooper–Zare formula becomes the asymmetry `asymmetry A c E`. -/
theorem cooperZare_p_shell (A c E : ℝ) {R : ℝ} (hR : R ≠ 0) :
    cooperZare 1 R (A * E * R) c = asymmetry A c E := by
  unfold cooperZare asymmetry
  rw [Nat.cast_one, div_eq_div_iff (by positivity) (by positivity)]
  ring
```

The proof clears both positive denominators and compares polynomials. That a given anion keeps $A$ and $c$ constant over the energies of interest is the step from this model to an experiment, and no hypothesis here supplies it.

## The sign of a difference

No derivative is needed. For energies $x$ and $y$, put $u=Ax$ and $v=Ay$. Over the common denominator, the numerator of $\beta(y)-\beta(x)$ is

$$(2v^2-4cv)(1+2u^2)-(2u^2-4cu)(1+2v^2)=2(v-u)(u+v+4cuv-2c).$$

For $x<y$ the last factor decides the sign.

```lean
/-- The change of the asymmetry between two energies, in factored form. -/
theorem asymmetry_sub (A c x y : ℝ) :
    asymmetry A c y - asymmetry A c x =
      2 * A * (y - x) * (A * (x + y) + 4 * c * A ^ 2 * x * y - 2 * c) /
        ((1 + 2 * A ^ 2 * y ^ 2) * (1 + 2 * A ^ 2 * x ^ 2)) := by
  unfold asymmetry
  rw [div_sub_div _ _ (by positivity) (by positivity),
    div_eq_div_iff (by positivity) (by positivity)]
  ring
```

At coincident energies $u=v$ that factor vanishes when $u+2cu^2=c$. Multiplying by $8c$ and completing the square gives $(4cu+1)^2=1+8c^2$. For $c>0$ the positive root is $u_0=AE_0$, and $E_0>0$ because $\sqrt{1+8c^2}>1$.

```lean
/-- For positive `A` and `c`, the energy `minEnergy A c` is positive and solves the
quadratic equation `A E + 2 c (A E)² = c`. -/
theorem minEnergy_spec {A c : ℝ} (hA : 0 < A) (hc : 0 < c) :
    0 < minEnergy A c ∧
      A * minEnergy A c + 2 * c * (A * minEnergy A c) ^ 2 = c := by
  have hs : √(1 + 8 * c ^ 2) ^ 2 = 1 + 8 * c ^ 2 := Real.sq_sqrt (by positivity)
  have h1 : 1 < √(1 + 8 * c ^ 2) := by
    rw [Real.lt_sqrt (by norm_num)]
    nlinarith [pow_pos hc 2]
  have hu : 4 * c * (A * minEnergy A c) = √(1 + 8 * c ^ 2) - 1 := by
    unfold minEnergy
    field_simp
  refine ⟨div_pos (by linarith) (by positivity), ?_⟩
  -- multiply by 8c and complete the square
  have h8 : 8 * c ≠ 0 := by positivity
  apply mul_left_cancel₀ h8
  linear_combination
    (2 + 4 * c * (A * minEnergy A c) + √(1 + 8 * c ^ 2) - 1) * hu + hs
```

The statement is a conjunction of positivity and the quadratic equation. In the proof, `hu` records $4cu_0=\sqrt{1+8c^2}-1$, and the final `linear_combination` completes the square.

## Falling, then rising

Take $0\le x<y\le E_0$. Then $u<u_0$, $v\le u_0$ and $uv\le u_0^2$, so

$$u+v+4cuv-2c<2u_0+4cu_0^2-2c=0.$$

Hence $\beta(y)<\beta(x)$.

```lean
/-- For positive `A` and `c`, the asymmetry falls strictly from threshold up to
`minEnergy A c`. -/
theorem asymmetry_strictAntiOn {A c : ℝ} (hA : 0 < A) (hc : 0 < c) :
    StrictAntiOn (asymmetry A c) (Icc 0 (minEnergy A c)) := by
  intro x hx y hy hxy
  obtain ⟨h0, hq⟩ := minEnergy_spec hA hc
  have h1 : A * x < A * minEnergy A c := mul_lt_mul_of_pos_left (hxy.trans_le hy.2) hA
  have h2 : A * y ≤ A * minEnergy A c := mul_le_mul_of_nonneg_left hy.2 hA.le
  have h3 : (A * x) * (A * y) ≤ (A * minEnergy A c) * (A * minEnergy A c) :=
    mul_le_mul h1.le h2 (mul_nonneg hA.le hy.1) (mul_nonneg hA.le h0.le)
  have h4 := mul_le_mul_of_nonneg_left h3 hc.le
  -- the last factor of the difference is negative below the minimum
  have hb : A * (x + y) + 4 * c * A ^ 2 * x * y - 2 * c < 0 := by nlinarith
  have hp : 0 < 2 * A * (y - x) := mul_pos (by positivity) (sub_pos.mpr hxy)
  rw [← sub_neg, asymmetry_sub]
  exact div_neg_of_neg_of_pos (mul_neg_of_pos_of_neg hp hb) (by positivity)
```

`StrictAntiOn` on `Icc 0 (minEnergy A c)` means strict decrease on the closed interval $[0,E_0]$. The inequalities `h1`, `h2` and `h3` are those above, `h4` is `h3` multiplied by $c$, and `nlinarith` combines `h1`, `h2` and `h4` with the quadratic equation `hq`.

For $E_0\le x<y$ the bounds reverse: $u\ge u_0$, $v>u_0$ and $uv\ge u_0^2$. The factor is positive, and $\beta(y)>\beta(x)$.

```lean
/-- For positive `A` and `c`, the asymmetry rises strictly from `minEnergy A c` onwards. -/
theorem asymmetry_strictMonoOn {A c : ℝ} (hA : 0 < A) (hc : 0 < c) :
    StrictMonoOn (asymmetry A c) (Ici (minEnergy A c)) := by
  intro x hx y hy hxy
  obtain ⟨h0, hq⟩ := minEnergy_spec hA hc
  have hx' : minEnergy A c ≤ x := hx
  have h1 : A * minEnergy A c ≤ A * x := mul_le_mul_of_nonneg_left hx' hA.le
  have h2 : A * minEnergy A c < A * y := mul_lt_mul_of_pos_left (hx'.trans_lt hxy) hA
  have h3 : (A * minEnergy A c) * (A * minEnergy A c) ≤ (A * x) * (A * y) :=
    mul_le_mul h1 h2.le (mul_nonneg hA.le h0.le) (mul_nonneg hA.le (h0.le.trans hx'))
  have h4 := mul_le_mul_of_nonneg_left h3 hc.le
  -- the last factor of the difference is positive above the minimum
  have hb : 0 < A * (x + y) + 4 * c * A ^ 2 * x * y - 2 * c := by nlinarith
  have hp : 0 < 2 * A * (y - x) := mul_pos (by positivity) (sub_pos.mpr hxy)
  rw [← sub_pos, asymmetry_sub]
  exact div_pos (mul_pos hp hb) (by positivity)
```

Here `Ici` denotes the half-line $[E_0,\infty)$.

## The high-energy limit

For $E>0$ and $t=1/E$,

$$\beta(E)=\frac{2A^2-4cAt}{t^2+2A^2}.$$

This is continuous at $t=0$ with value $1$, the asymmetry of a pure d wave.

```lean
/-- For positive `A`, the asymmetry tends to `1` at high energy, whatever the cosine. -/
theorem asymmetry_tendsto {A : ℝ} (hA : 0 < A) (c : ℝ) :
    Tendsto (asymmetry A c) atTop (𝓝 1) := by
  -- written in the variable t = 1/E, the asymmetry is continuous at t = 0
  have hcont : ContinuousAt
      (fun t : ℝ => (2 * A ^ 2 - 4 * c * A * t) / (t ^ 2 + 2 * A ^ 2)) 0 := by
    refine ContinuousAt.div (by fun_prop) (by fun_prop) ?_
    show (0 : ℝ) ^ 2 + 2 * A ^ 2 ≠ 0
    positivity
  have hv : (2 * A ^ 2 - 4 * c * A * 0) / ((0 : ℝ) ^ 2 + 2 * A ^ 2) = 1 := by
    rw [mul_zero, sub_zero, zero_pow two_ne_zero, zero_add]
    exact div_self (by positivity)
  have h : Tendsto (fun t : ℝ => (2 * A ^ 2 - 4 * c * A * t) / (t ^ 2 + 2 * A ^ 2))
      (𝓝 0) (𝓝 ((2 * A ^ 2 - 4 * c * A * 0) / ((0 : ℝ) ^ 2 + 2 * A ^ 2))) :=
    hcont.tendsto
  rw [hv] at h
  refine (h.comp tendsto_inv_atTop_zero).congr' ?_
  filter_upwards [eventually_gt_atTop (0 : ℝ)] with E hE
  have hi : E⁻¹ * E = 1 := inv_mul_cancel₀ hE.ne'
  show (2 * A ^ 2 - 4 * c * A * E⁻¹) / (E⁻¹ ^ 2 + 2 * A ^ 2) =
    2 * A * E * (A * E - 2 * c) / (1 + 2 * A ^ 2 * E ^ 2)
  generalize E⁻¹ = t at hi ⊢
  rw [div_eq_div_iff (by positivity) (by positivity)]
  linear_combination
    (-2 * A ^ 2 * (1 + t * E) + 4 * c * A * t - 8 * c * A ^ 3 * E) * hi
```

The proof composes this continuity with $1/E\to0$, then identifies the two expressions for all $E>0$. The limit belongs to the model formula; a real anion leaves the threshold regime long before it.

## The minimum and its value

At $E_0$ the quadratic equation gives $u_0-2c=-c(1+2u_0^2)$, so the denominator cancels:

$$\beta(E_0)=-2cu_0=\frac{1-\sqrt{1+8c^2}}{2}.$$

Any other $E\ge0$ lies strictly on the falling or the rising side of $E_0$, so its asymmetry is larger.

```lean
/-- For positive `A` and `c`, the asymmetry vanishes at threshold, falls strictly to
`(1 - √(1 + 8c²)) / 2` at `minEnergy A c`, exceeds this value at every other nonnegative
energy, rises strictly afterwards and tends to `1`. -/
theorem asymmetry_profile {A c : ℝ} (hA : 0 < A) (hc : 0 < c) :
    asymmetry A c 0 = 0 ∧
    StrictAntiOn (asymmetry A c) (Icc 0 (minEnergy A c)) ∧
    StrictMonoOn (asymmetry A c) (Ici (minEnergy A c)) ∧
    asymmetry A c (minEnergy A c) = (1 - √(1 + 8 * c ^ 2)) / 2 ∧
    (∀ E, 0 ≤ E → E ≠ minEnergy A c → (1 - √(1 + 8 * c ^ 2)) / 2 < asymmetry A c E) ∧
    Tendsto (asymmetry A c) atTop (𝓝 1) := by
  obtain ⟨h0, hq⟩ := minEnergy_spec hA hc
  have hu : 4 * c * (A * minEnergy A c) = √(1 + 8 * c ^ 2) - 1 := by
    unfold minEnergy
    field_simp
  -- at the minimum the asymmetry equals -2cAE
  have hval : asymmetry A c (minEnergy A c) = (1 - √(1 + 8 * c ^ 2)) / 2 := by
    have h2 : (1 - √(1 + 8 * c ^ 2)) / 2 = -2 * c * (A * minEnergy A c) := by
      linear_combination (1 / 2) * hu
    rw [h2, asymmetry, div_eq_iff (by positivity)]
    linear_combination 2 * (A * minEnergy A c) * hq
  refine ⟨by simp [asymmetry], asymmetry_strictAntiOn hA hc,
    asymmetry_strictMonoOn hA hc, hval, ?_, asymmetry_tendsto hA c⟩
  intro E hE hne
  rw [← hval]
  rcases lt_or_gt_of_ne hne with h | h
  · exact asymmetry_strictAntiOn hA hc ⟨hE, h.le⟩ ⟨h0.le, le_rfl⟩ h
  · exact asymmetry_strictMonoOn hA hc (mem_Ici.mpr le_rfl) (mem_Ici.mpr h.le) h
```

The six clauses give the threshold value, the decrease, the increase, the minimum value, its uniqueness on $E\ge0$ and the limit. The theorem assumes only $A>0$ and $c>0$; a physical cosine also satisfies $c\le1$. The case split at the end of the proof treats energies below and above $E_0$.

For $c=1$ the root is $\sqrt9=3$, so $E_0=2/(4A)=1/(2A)$ and the minimum is $(1-3)/2=-1$.

```lean
/-- For cosine one and positive `A`, the asymmetry starts at `0`, falls strictly to `-1` at
`E = 1/(2A)`, exceeds `-1` at every other nonnegative energy, rises strictly afterwards and
tends to `1`. -/
theorem asymmetry_profile_cos_one {A : ℝ} (hA : 0 < A) :
    asymmetry A 1 0 = 0 ∧
    StrictAntiOn (asymmetry A 1) (Icc 0 (1 / (2 * A))) ∧
    StrictMonoOn (asymmetry A 1) (Ici (1 / (2 * A))) ∧
    asymmetry A 1 (1 / (2 * A)) = -1 ∧
    (∀ E, 0 ≤ E → E ≠ 1 / (2 * A) → -1 < asymmetry A 1 E) ∧
    Tendsto (asymmetry A 1) atTop (𝓝 1) := by
  have hs : √(1 + 8 * (1 : ℝ) ^ 2) = 3 := by
    rw [show (1 + 8 * (1 : ℝ) ^ 2) = 3 ^ 2 by norm_num]
    exact Real.sqrt_sq (by norm_num)
  have he : minEnergy A 1 = 1 / (2 * A) := by
    unfold minEnergy
    rw [hs, div_eq_div_iff (by positivity) (by positivity)]
    ring
  have hv : (1 - √(1 + 8 * (1 : ℝ) ^ 2)) / 2 = -1 := by
    rw [hs]
    norm_num
  have h := asymmetry_profile hA one_pos
  rw [he, hv] at h
  exact h
```

This is the opening result, obtained by putting these two values into the general profile.

## A cosine strictly between $-1$ and $1$ keeps the asymmetry above $-1$

If $c^2<1$, completing a square gives

$$\beta(E)+1=\frac{(2AE-c)^2+1-c^2}{1+2A^2E^2}>0.$$

Within the model, a cosine strictly between $-1$ and $1$ therefore leaves some emission along the polarisation axis at every energy above threshold.

```lean
/-- If the cosine of the phase difference is strictly between `-1` and `1`, the asymmetry
stays above `-1` at every energy. -/
theorem neg_one_lt_asymmetry (A E : ℝ) {c : ℝ} (hc : c ^ 2 < 1) :
    -1 < asymmetry A c E := by
  rw [asymmetry, lt_div_iff₀ (by positivity)]
  nlinarith [sq_nonneg (2 * A * E - c)]

end

end PShellDetachment
```

This last theorem holds for all real $A$ and $E$. Its proof multiplies by the positive denominator and gives `nlinarith` the square $(2AE-c)^2$.

```lean
#print axioms PShellDetachment.cooperZare_p_shell
#print axioms PShellDetachment.asymmetry_profile_cos_one
#print axioms PShellDetachment.neg_one_lt_asymmetry
```

```
'PShellDetachment.cooperZare_p_shell' depends on axioms: [propext, Classical.choice, Quot.sound]
'PShellDetachment.asymmetry_profile_cos_one' depends on axioms: [propext, Classical.choice, Quot.sound]
'PShellDetachment.neg_one_lt_asymmetry' depends on axioms: [propext, Classical.choice, Quot.sound]
```
